# Padé-resummed MP3 never places a noninteracting supersystem too low when $E_2<E_3$ in every fragment

Take two molecules so far apart that they don't interact. In some energy unit, the first has second- and third-order Møller–Plesset energies $E_2=-2$ and $E_3=-1$, and the second has $E_2=-1$ and $E_3=0$. I resum each series with the Padé formula $E_2^2/(E_2-E_3)$ and get $-4$ and $-1$, so $-5$ in total. If I treat the pair as one system, with $E_2=-3$ and $E_3=-1$, the same formula gives $-9/2$.

Plain MP2 and MP3 are additive here, and the formula uses nothing but their energies. Where does the missing half unit come from? Will the supersystem always come out too high? And why do I see no error at all with two copies of the same molecule?

## One resummation factor for fragments that need different ones

Your arithmetic is right. The Padé energy is $E_2$ multiplied by a resummation factor $E_2/(E_2-E_3)$. Your first molecule has factor $2$ and your second has factor $1$. The pair treated as one system gets the single factor $3/2$, and $-3\cdot\tfrac32=-\tfrac92$. The missing half unit comes from this common factor: the pair multiplies both second-order energies by $\tfrac32$, while the separate molecules multiply $-2$ by $2$ and $-1$ by $1$.

If $E_2-E_3<0$ for every fragment, the supersystem lies above the sum of the fragments, or level with it. It is level exactly when all fragments have the same factor, as identical copies do.

### From the series to the size-consistency error

Let $t$ be the strength of the perturbation, so that the correlation energy starts as $t^2E_2+t^3E_3$. Since $E_2^2=(E_2-tE_3)(E_2+tE_3)+t^2E_3^2$, division by $E_2-tE_3\neq0$ gives

$$\frac{t^2E_2^2}{E_2-tE_3}=t^2E_2+t^3E_3+\frac{t^4E_3^2}{E_2-tE_3}.$$

For $E_2\neq0$ the last term is of fourth order as $t\to0$, so the Padé form keeps the known part of the series. At $t=1$ it becomes

$$E_{\mathrm P}(E_2,E_3)=\frac{E_2^2}{E_2-E_3}.$$

For two fragments, write $a_2,a_3$ and $b_2,b_3$ for their energies, and $d=a_2-a_3$, $e=b_2-b_3$. With $d$, $e$ and $d+e$ nonzero,

$$\frac{a_2^2}{d}+\frac{b_2^2}{e}-\frac{(a_2+b_2)^2}{d+e}
=\frac{(a_2^2e+b_2^2d)(d+e)-(a_2+b_2)^2de}{de(d+e)}.$$

In the numerator the terms $a_2^2de$ and $b_2^2de$ cancel. What remains is $a_2^2e^2+b_2^2d^2-2a_2b_2de=(a_2e-b_2d)^2$. Inserting $d$ and $e$ gives $a_2e-b_2d=b_2a_3-a_2b_3$, so the difference is

$$\frac{(a_2b_3-b_2a_3)^2}{de(d+e)}.$$

If $d,e<0$, the denominator is negative and the fragments' sum can't exceed the supersystem's energy. Your numbers give $1/(-2)=-\tfrac12$.

For any number of fragments, let fragment $i$ have energies $E_{2,i}$ and $E_{3,i}$, difference $d_i=E_{2,i}-E_{3,i}\neq0$ and factor $f_i=E_{2,i}/d_i$. Let $A=\sum_iE_{2,i}$ and $D=\sum_id_i\neq0$, so that the supersystem has factor $F=A/D$. Because $f_id_i=E_{2,i}$, the Padé energy of fragment $i$ is $E_{\mathrm P,i}=E_{2,i}f_i=d_if_i^2$, and

$$-d_i(f_i-F)^2=2FE_{2,i}-F^2d_i-E_{\mathrm P,i}.$$

Summation gives $2FA-F^2D-\sum_iE_{\mathrm P,i}$. Since $FD=A$, the first two terms combine to $FA$, which is the supersystem's Padé energy. Hence

$$E_{\mathrm P}\Big(\sum_iE_{2,i},\sum_iE_{3,i}\Big)-\sum_iE_{\mathrm P,i}
=\sum_i(E_{3,i}-E_{2,i})(f_i-F)^2.$$

If every $d_i$ is negative, each weight on the right is positive and the error is nonnegative. It vanishes only if every $f_i$ equals $F$, and then all the $f_i$ agree. Conversely, if they share a value $f$, then $A=\sum_ifd_i=fD$, so $F=f$ and every term is zero. In your example both weights are $1$ and both deviations have magnitude $\tfrac12$, which gives $\tfrac14+\tfrac14=\tfrac12$.

Here are these statements and their proofs in Lean.

```lean
import Mathlib

open Finset

namespace PadeMollerPlesset

noncomputable section

/-- The Padé resummation, at coupling strength `t`, of the perturbation series that starts with
`t² E₂ + t³ E₃`; its domain is `E₂ ≠ t E₃`. -/
def padeSeries (E₂ E₃ t : ℝ) : ℝ := t ^ 2 * E₂ ^ 2 / (E₂ - t * E₃)

/-- The Padé-resummed MP3 correlation energy `E₂² / (E₂ - E₃)`, which is the resummed series at
full coupling; its domain is `E₂ ≠ E₃`. -/
def padeEnergy (E₂ E₃ : ℝ) : ℝ := padeSeries E₂ E₃ 1

/-- The resummation factor `E₂ / (E₂ - E₃)`; its domain is `E₂ ≠ E₃`. -/
def resumFactor (E₂ E₃ : ℝ) : ℝ := E₂ / (E₂ - E₃)

/-- Where its denominator does not vanish, the Padé form equals the perturbation series through
third order plus an explicit remainder with prefactor `t⁴`. -/
theorem padeSeries_eq_third_order_add (E₂ E₃ t : ℝ) (h : E₂ - t * E₃ ≠ 0) :
    padeSeries E₂ E₃ t =
      t ^ 2 * E₂ + t ^ 3 * E₃ + t ^ 4 * E₃ ^ 2 / (E₂ - t * E₃) := by
  have q := mul_inv_cancel₀ h
  unfold padeSeries
  linear_combination t ^ 2 * (E₂ + t * E₃) * q

/-- The Padé energy is the second-order energy multiplied by the resummation factor. -/
theorem padeEnergy_eq_mul (E₂ E₃ : ℝ) :
    padeEnergy E₂ E₃ = E₂ * resumFactor E₂ E₃ := by
  simp only [padeEnergy, padeSeries, resumFactor, one_pow, one_mul]
  ring

/-- Two fragments, each with different second- and third-order energies, have the same
resummation factor exactly when their second- and third-order energies are proportional. -/
theorem resumFactor_eq_iff {a₂ a₃ b₂ b₃ : ℝ} (ha : a₂ ≠ a₃) (hb : b₂ ≠ b₃) :
    resumFactor a₂ a₃ = resumFactor b₂ b₃ ↔ a₂ * b₃ = b₂ * a₃ := by
  unfold resumFactor
  rw [div_eq_div_iff (sub_ne_zero.mpr ha) (sub_ne_zero.mpr hb)]
  constructor
  · intro h
    linear_combination -h
  · intro h
    linear_combination -h

/-- For two noninteracting fragments, the sum of the Padé energies minus the Padé energy of the
supersystem is a square over the product of the three denominators, none of which may vanish. -/
theorem two_fragment_error {a₂ a₃ b₂ b₃ : ℝ} (ha : a₂ ≠ a₃) (hb : b₂ ≠ b₃)
    (hab : a₂ + b₂ ≠ a₃ + b₃) :
    padeEnergy a₂ a₃ + padeEnergy b₂ b₃ - padeEnergy (a₂ + b₂) (a₃ + b₃) =
      (a₂ * b₃ - b₂ * a₃) ^ 2 /
        ((a₂ - a₃) * (b₂ - b₃) * (a₂ + b₂ - (a₃ + b₃))) := by
  have h1 := sub_ne_zero.mpr ha
  have h2 := sub_ne_zero.mpr hb
  have h3 := sub_ne_zero.mpr hab
  have h4 := mul_ne_zero (mul_ne_zero h1 h2) h3
  simp only [padeEnergy, padeSeries, one_pow, one_mul]
  rw [div_add_div _ _ h1 h2, div_sub_div _ _ (mul_ne_zero h1 h2) h3, div_eq_div_iff h4 h4]
  ring

variable {ι : Type*} [Fintype ι]

/-- For any number of noninteracting fragments, the size-consistency error is a weighted sum of
squared deviations of the fragments' resummation factors from that of the supersystem, provided
that no Padé denominator vanishes. -/
theorem size_consistency_error (E₂ E₃ : ι → ℝ) (h : ∀ i, E₂ i ≠ E₃ i)
    (H : ∑ i, E₂ i ≠ ∑ i, E₃ i) :
    padeEnergy (∑ i, E₂ i) (∑ i, E₃ i) - ∑ i, padeEnergy (E₂ i) (E₃ i) =
      ∑ i, (E₃ i - E₂ i) *
        (resumFactor (E₂ i) (E₃ i) - resumFactor (∑ j, E₂ j) (∑ j, E₃ j)) ^ 2 := by
  -- expand the weighted square of one fragment around an arbitrary reference factor
  have hterm : ∀ (R : ℝ) (i : ι), (E₃ i - E₂ i) * (resumFactor (E₂ i) (E₃ i) - R) ^ 2 =
      2 * R * E₂ i - R ^ 2 * (E₂ i - E₃ i) - padeEnergy (E₂ i) (E₃ i) := by
    intro R i
    have p := padeEnergy_eq_mul (E₂ i) (E₃ i)
    have q : resumFactor (E₂ i) (E₃ i) * (E₂ i - E₃ i) = E₂ i :=
      div_mul_cancel₀ _ (sub_ne_zero.mpr (h i))
    linear_combination p + (2 * R - resumFactor (E₂ i) (E₃ i)) * q
  have P := padeEnergy_eq_mul (∑ i, E₂ i) (∑ i, E₃ i)
  have Q : resumFactor (∑ i, E₂ i) (∑ i, E₃ i) * (∑ i, E₂ i - ∑ i, E₃ i) = ∑ i, E₂ i :=
    div_mul_cancel₀ _ (sub_ne_zero.mpr H)
  -- sum over fragments, using additivity of the second and third orders
  simp only [hterm, Finset.sum_sub_distrib, ← Finset.mul_sum]
  linear_combination P + resumFactor (∑ i, E₂ i) (∑ i, E₃ i) * Q

/-- If `E₂ - E₃` is negative for every fragment, the Padé energy of the noninteracting supersystem
is never below the sum of the fragments' Padé energies. -/
theorem sum_padeEnergy_le_supersystem [Nonempty ι] (E₂ E₃ : ι → ℝ)
    (h : ∀ i, E₂ i - E₃ i < 0) :
    ∑ i, padeEnergy (E₂ i) (E₃ i) ≤ padeEnergy (∑ i, E₂ i) (∑ i, E₃ i) := by
  have h' : ∀ i, E₂ i < E₃ i := fun i => sub_neg.mp (h i)
  have H : ∑ i, E₂ i < ∑ i, E₃ i :=
    Finset.sum_lt_sum_of_nonempty Finset.univ_nonempty (fun i _ => h' i)
  rw [← sub_nonneg, size_consistency_error E₂ E₃ (fun i => (h' i).ne) H.ne]
  exact Finset.sum_nonneg fun i _ =>
    mul_nonneg (sub_nonneg.mpr (h' i).le) (sq_nonneg _)

/-- If `E₂ - E₃` is negative for every fragment, the Padé energy is additive over the fragments
exactly when all of them have the same resummation factor. -/
theorem size_consistent_iff [Nonempty ι] (E₂ E₃ : ι → ℝ) (h : ∀ i, E₂ i - E₃ i < 0) :
    padeEnergy (∑ i, E₂ i) (∑ i, E₃ i) = ∑ i, padeEnergy (E₂ i) (E₃ i) ↔
      ∀ i j, resumFactor (E₂ i) (E₃ i) = resumFactor (E₂ j) (E₃ j) := by
  have h' : ∀ i, E₂ i < E₃ i := fun i => sub_neg.mp (h i)
  have H : ∑ i, E₂ i < ∑ i, E₃ i :=
    Finset.sum_lt_sum_of_nonempty Finset.univ_nonempty (fun i _ => h' i)
  rw [← sub_eq_zero, size_consistency_error E₂ E₃ (fun i => (h' i).ne) H.ne]
  constructor
  · intro h0
    -- a vanishing sum of nonnegative terms has vanishing terms
    rw [Finset.sum_eq_zero_iff_of_nonneg (fun i _ =>
      mul_nonneg (sub_nonneg.mpr (h' i).le) (sq_nonneg _))] at h0
    have key : ∀ i, resumFactor (E₂ i) (E₃ i) = resumFactor (∑ j, E₂ j) (∑ j, E₃ j) := by
      intro i
      rcases mul_eq_zero.mp (h0 i (Finset.mem_univ i)) with h1 | h1
      · exact absurd h1 (sub_pos.mpr (h' i)).ne'
      · exact sub_eq_zero.mp (pow_eq_zero_iff two_ne_zero |>.mp h1)
    intro i j
    rw [key i, key j]
  · intro hr
    refine Finset.sum_eq_zero fun i _ => ?_
    -- a common factor of the fragments is also the factor of the supersystem
    have hA : resumFactor (E₂ i) (E₃ i) * (∑ j, E₂ j - ∑ j, E₃ j) = ∑ j, E₂ j := by
      rw [← Finset.sum_sub_distrib, Finset.mul_sum]
      refine Finset.sum_congr rfl fun j _ => ?_
      rw [hr i j]
      exact div_mul_cancel₀ _ (h j).ne
    have hF : resumFactor (E₂ i) (E₃ i) = resumFactor (∑ j, E₂ j) (∑ j, E₃ j) :=
      (eq_div_iff (sub_ne_zero.mpr H.ne)).mpr hA
    rw [hF, sub_self]
    ring

/-- Fragments with `(E₂, E₃) = (-2, -1)` and `(-1, 0)` have Padé energies that sum to `-5`, while
their noninteracting supersystem has Padé energy `-9/2`. -/
theorem not_size_consistent_instance :
    padeEnergy (-2) (-1) + padeEnergy (-1) 0 = -5 ∧
      padeEnergy (-2 + -1) (-1 + 0) = -9 / 2 := by
  constructor <;> norm_num [padeEnergy, padeSeries]

end

end PadeMollerPlesset
```

```lean
#print axioms PadeMollerPlesset.two_fragment_error
-- 'PadeMollerPlesset.two_fragment_error' depends on axioms: [propext, Classical.choice, Quot.sound]
#print axioms PadeMollerPlesset.sum_padeEnergy_le_supersystem
-- 'PadeMollerPlesset.sum_padeEnergy_le_supersystem' depends on axioms: [propext, Classical.choice, Quot.sound]
#print axioms PadeMollerPlesset.size_consistent_iff
-- 'PadeMollerPlesset.size_consistent_iff' depends on axioms: [propext, Classical.choice, Quot.sound]
#print axioms PadeMollerPlesset.not_size_consistent_instance
-- 'PadeMollerPlesset.not_size_consistent_instance' depends on axioms: [propext, Classical.choice, Quot.sound]
```

### What the Lean statements say about the molecules

The energies are real numbers in any common unit. `E₂` and `E₃` stand for what textbooks often write as $E^{(2)}$ and $E^{(3)}$. `padeSeries` is the resummed series at strength `t`, `padeEnergy` is its value at `t = 1`, and `resumFactor` is the factor $f$. All of them concern the correlation energy from second order on; the reference energy is left out.

In the general theorems, `ι` is a finite type that labels the fragments, and `E₂ i` is $E_{2,i}$. The supersystem enters as `padeEnergy (∑ i, E₂ i) (∑ i, E₃ i)`. Additivity of the second and third orders is therefore built into the expression and not derived from a Hamiltonian. This is the step to real molecules that you must supply. The additivity holds, for example, when the supersystem's reference determinant and zeroth-order Hamiltonian separate into those used for the noninteracting fragments.

- `padeSeries_eq_third_order_add` is the expansion with its remainder, for a nonzero denominator.
- `padeEnergy_eq_mul` writes the Padé energy as second-order energy times factor.
- `resumFactor_eq_iff` says that two fragments have equal factors exactly when `a₂ * b₃ = b₂ * a₃`, provided that each has different second- and third-order energies.
- `two_fragment_error` is the closed formula for a pair. It takes the fragments' sum minus the supersystem, so its sign is opposite to that of the general error.
- `size_consistency_error` is the weighted sum of squares. It needs nonvanishing denominators for the fragments and the supersystem, but no sign condition.
- `sum_padeEnergy_le_supersystem` and `size_consistent_iff` add the condition `E₂ i - E₃ i < 0` for every fragment. They give the inequality and the exact condition for additivity.
- `not_size_consistent_instance` is your example.

The sign condition has a simple meaning in the usual case of a negative second-order energy: the third order is either nonnegative, or negative but smaller in magnitude than the second. The denominator $E_2-tE_3$ then stays negative for all $t$ from $0$ to $1$, so the resummed series meets no pole on the way to full coupling. The theorems themselves don't require $E_2<0$.

The last two general theorems also ask for at least one fragment. With exactly one, the supersystem is that fragment and the error is zero.

For simulation practice, this means that a binding energy computed with this Padé formula need not tend to zero as the partners separate, even when their second- and third-order energies are strictly additive. Under the sign condition, a test on well-separated identical copies can't reveal the defect, since their factors agree.

### How Lean reaches the sum of squares

**Expansion and factors.** In `padeSeries_eq_third_order_add`, the fact `q` says that the denominator times its inverse is one. The `linear_combination` step multiplies it by $t^2(E_2+tE_3)$, which is the factorisation of $E_2^2-t^2E_3^2$ used above. `padeEnergy_eq_mul` unfolds the definitions and rearranges. For `resumFactor_eq_iff`, cross-multiplication gives $a_2(b_2-b_3)=b_2(a_2-a_3)$. The product $a_2b_2$ cancels, and a change of sign leaves the stated condition in both directions.

**Two fragments.** `two_fragment_error` first records that the three denominators and their product are nonzero. The rewriting with `div_add_div` and `div_sub_div` puts the left side over a common denominator, `div_eq_div_iff` clears the fractions, and `ring` checks the remaining polynomial identity. That is the cancellation in the numerator done by hand above.

**Any number of fragments.** Inside `size_consistency_error`, the auxiliary statement `hterm` expands one weighted square around an arbitrary reference factor `R`. It uses the energy as a product (`p`) and the relation $f_id_i=E_{2,i}$ (`q`). The facts named `P` and `Q` are the same two relations for the supersystem. After `simp only` has applied `hterm` with $R=F$ and split the sum, the final `linear_combination` uses $FD=A$ to turn $2FA-F^2D$ into the supersystem's Padé energy.

**The inequality.** `sum_padeEnergy_le_supersystem` first adds the strict inequalities $E_{2,i}<E_{3,i}$, which shows that the total denominator is nonzero. It then rewrites the claim as nonnegativity of the error and inserts the sum of squares. `Finset.sum_nonneg` finishes the proof, since every term is a positive weight times a square.

**The condition for additivity.** `size_consistent_iff` sets the same sum equal to zero. In the forward direction, `Finset.sum_eq_zero_iff_of_nonneg` makes each term vanish. The weight is positive, so the square must be zero, and `key` records $f_i=F$ for every fragment. Any two factors are then equal. In the reverse direction, `hA` proves $f_iD=A$ by replacing $f_i$ with $f_j$ in the term for fragment $j$. Division by $D$ gives `hF`, which is $f_i=F$, and each square vanishes.

**The numbers.** `not_size_consistent_instance` evaluates both sides with `norm_num` and finds $-5$ for the separate molecules and $-9/2$ for the pair.
